# A 3 × 3 determinant that tests whether a one-particle density matrix has a common spin axis

A one-particle density matrix over finitely many orbitals commutes with the spin component along some real direction exactly when a certain real 3 × 3 determinant, built from its commutators with the three Pauli operators, vanishes.

The physical question is whether the electrons share one spin quantisation axis. If they do, rotating the spin basis to that axis splits the density matrix $\gamma$ into an up block and a down block. If not, $\gamma$ is noncollinear. For a generalised Hartree–Fock wavefunction in a finite basis, the 3 × 3 determinant answers this without a search over directions.

## Density matrix, spin operators and test matrix

Rows and columns of $\gamma$ carry a pair (orbital, spin). In Lean, the orbitals form a finite type `o` and spin is `Fin 2`, with 0 for up and 1 for down along z.

```lean
import Mathlib

open Matrix
open scoped Kronecker

namespace CollinearityTest

noncomputable section

variable {o : Type*} [Fintype o] [DecidableEq o]
```

The Pauli matrices are numbered from zero: $\sigma_0,\sigma_1,\sigma_2$ belong to x, y, z. In particular $\sigma_0$ is not the identity, as it is in some textbooks.

```lean
/-- The three Pauli matrices, in the order x, y, z. -/
def pauli : Fin 3 → Matrix (Fin 2) (Fin 2) ℂ :=
  ![!![0, 1; 1, 0], !![0, -Complex.I; Complex.I, 0], !![1, 0; 0, -1]]
```

For a real vector $v$, write $v\cdot\sigma=\sum_k v_k\sigma_k$.

```lean
/-- The Pauli combination `v · σ` for a real vector `v`. -/
def pauliAlong (v : Fin 3 → ℝ) : Matrix (Fin 2) (Fin 2) ℂ :=
  ∑ k, (v k : ℂ) • pauli k
```

The corresponding operator on the full space is $S_v=1\otimes(v\cdot\sigma)$, without the factor $\hbar/2$ of the physical spin.

```lean
/-- The operator `1 ⊗ (v · σ)` on orbital times spin indices. -/
def spinAlong (o : Type*) [DecidableEq o] (v : Fin 3 → ℝ) :
    Matrix (o × Fin 2) (o × Fin 2) ℂ :=
  (1 : Matrix o o ℂ) ⊗ₖ pauliAlong v
```

Its commutators along the coordinate axes are $C_k=\gamma(1\otimes\sigma_k)-(1\otimes\sigma_k)\gamma$.

```lean
/-- The commutator `C_k` of `γ` with `1 ⊗ σ_k`. -/
def spinComm (γ : Matrix (o × Fin 2) (o × Fin 2) ℂ) (k : Fin 3) :
    Matrix (o × Fin 2) (o × Fin 2) ℂ :=
  γ * ((1 : Matrix o o ℂ) ⊗ₖ pauli k) - ((1 : Matrix o o ℂ) ⊗ₖ pauli k) * γ
```

The test matrix collects their overlaps, $A_{kl}=\mathrm{Re}\,\mathrm{tr}(C_k^\dagger C_l)$.

```lean
/-- The real 3 × 3 test matrix `A_kl = Re tr(C_k^H C_l)`. -/
def testMatrix (γ : Matrix (o × Fin 2) (o × Fin 2) ℂ) : Matrix (Fin 3) (Fin 3) ℝ :=
  Matrix.of fun k l => (trace ((spinComm γ k)ᴴ * spinComm γ l)).re
```

Here $\gamma$ is written in orthonormal spatial orbitals, the same set for both spins. For linearly independent atomic orbitals with overlap matrix $s$, let $D$ be the density matrix of expansion coefficients; then $\gamma=(s^{1/2}\otimes 1)D(s^{1/2}\otimes 1)$ in the symmetrically orthonormalised basis. The outer factors are invertible and commute with $S_v$, so $D$ commutes with $S_v$ exactly when $\gamma$ does. The determinant test therefore gives the same verdict for both, although the entries of $A$ can differ. The theorems do not require $\gamma$ to be Hermitian in parts (a) to (e), which hold for every complex matrix of this shape.

## (a) The commutator along an arbitrary direction

**Task.** Express the commutator with $S_v$ through the three $C_k$:
$$\gamma S_v-S_v\gamma=\sum_k v_k C_k .$$

**Solution.** The Kronecker product is linear in its second factor, so $S_v=\sum_k v_k(1\otimes\sigma_k)$. Inserting this gives
$$\gamma S_v-S_v\gamma=\sum_k v_k\bigl[\gamma(1\otimes\sigma_k)-(1\otimes\sigma_k)\gamma\bigr]=\sum_k v_kC_k .$$

In Lean, `simp only` expands the three terms by these linearity rules and `abel` regroups them.

```lean
/-- The commutator of `γ` with `1 ⊗ (v · σ)` is the combination `∑ v_k C_k`. -/
theorem commutator_along (γ : Matrix (o × Fin 2) (o × Fin 2) ℂ) (v : Fin 3 → ℝ) :
    γ * spinAlong o v - spinAlong o v * γ = ∑ k, (v k : ℂ) • spinComm γ k := by
  simp only [spinAlong, pauliAlong, spinComm, Fin.sum_univ_three, Matrix.kronecker_add,
    Matrix.kronecker_smul, Matrix.mul_add, Matrix.add_mul, Matrix.mul_smul,
    Matrix.smul_mul, smul_sub]
  abel
```

## (b) The quadratic form as a squared norm

**Task.** With $i,j$ running over (orbital, spin) pairs, show that
$$v^{T}Av=\sum_{i,j}\bigl|(\gamma S_v-S_v\gamma)_{ij}\bigr|^2 .$$

**Solution.** For any matrix $K$,
$$\mathrm{tr}(K^\dagger K)=\sum_j\sum_i \overline{K_{ij}}K_{ij}=\sum_{i,j}|K_{ij}|^2 .$$
Take $K=\sum_k v_kC_k$, which is the commutator by (a). Since the $v_k$ are real,
$$\mathrm{Re}\,\mathrm{tr}(K^\dagger K)=\sum_{k,l}v_kv_l\,\mathrm{Re}\,\mathrm{tr}(C_k^\dagger C_l)=v^{T}Av .$$

The trace identity is the local fact `frob`. The expansion over $k$ and $l$ is done by `simp only`, and `ring` matches the terms.

```lean
/-- The quadratic form of the test matrix at `v` is the squared Frobenius norm of the
commutator of `γ` with `1 ⊗ (v · σ)`. -/
theorem quadratic_form (γ : Matrix (o × Fin 2) (o × Fin 2) ℂ) (v : Fin 3 → ℝ) :
    v ⬝ᵥ (testMatrix γ *ᵥ v) =
      ∑ i, ∑ j, ‖(γ * spinAlong o v - spinAlong o v * γ) i j‖ ^ 2 := by
  -- the squared Frobenius norm as a trace
  have frob : ∀ K : Matrix (o × Fin 2) (o × Fin 2) ℂ,
      ∑ i, ∑ j, ‖K i j‖ ^ 2 = (trace (Kᴴ * K)).re := by
    intro K
    simp only [trace, diag_apply, mul_apply, conjTranspose_apply, Complex.re_sum]
    rw [Finset.sum_comm]
    refine Finset.sum_congr rfl fun i _ => Finset.sum_congr rfl fun j _ => ?_
    rw [Complex.sq_norm, Complex.normSq_apply]
    simp [Complex.mul_re]
  rw [frob, commutator_along]
  simp only [testMatrix, dotProduct, mulVec, Matrix.of_apply, Fin.sum_univ_three,
    conjTranspose_add, conjTranspose_smul, Complex.star_def, Complex.conj_ofReal,
    Matrix.add_mul, Matrix.mul_add, Matrix.smul_mul, Matrix.mul_smul, trace_add,
    trace_smul, smul_eq_mul, Complex.add_re, Complex.re_ofReal_mul]
  ring
```

## (c) Positivity

**Task.** Show that $A$ is positive semidefinite:
$$A_{kl}=A_{lk},\qquad v^{T}Av\ge 0\quad\text{for all real }v .$$

**Solution.** We have $C_l^\dagger C_k=(C_k^\dagger C_l)^\dagger$, and the trace of an adjoint is the complex conjugate of the trace. The real parts agree, so $A_{lk}=A_{kl}$. The inequality follows from (b), whose right-hand side is a sum of squares.

Lean's `PosSemidef` contains both requirements, and the proof has one bullet for each.

```lean
/-- The test matrix is positive semidefinite. -/
theorem testMatrix_posSemidef (γ : Matrix (o × Fin 2) (o × Fin 2) ℂ) :
    (testMatrix γ).PosSemidef := by
  apply PosSemidef.of_dotProduct_mulVec_nonneg
  · ext k l
    have h : (spinComm γ l)ᴴ * spinComm γ k = ((spinComm γ k)ᴴ * spinComm γ l)ᴴ := by
      rw [conjTranspose_mul, conjTranspose_conjTranspose]
    simp only [conjTranspose_apply, star_trivial, testMatrix, Matrix.of_apply]
    rw [h, trace_conjTranspose, Complex.star_def, Complex.conj_re]
  · intro v
    rw [star_trivial, quadratic_form]
    positivity
```

## (d) The kernel

**Task.** Show that the kernel of $A$ consists of the directions whose spin component commutes with $\gamma$:
$$Av=0\iff \gamma S_v=S_v\gamma .$$

**Solution.** If $Av=0$, then $v^{T}Av=0$. By (b) a sum of nonnegative terms vanishes, so every entry of the commutator is zero.

Conversely, if the commutator vanishes, then $\sum_l v_lC_l=0$ by (a), and for each $k$
$$(Av)_k=\mathrm{Re}\,\mathrm{tr}\Bigl(C_k^\dagger\sum_l v_lC_l\Bigr)=0 .$$

`Commute` is the equation $\gamma S_v=S_v\gamma$. In the first direction, `Finset.sum_eq_zero_iff_of_nonneg` is used twice, for the row sum and then the column sum. The second direction rests on the displayed formula, named `hk`.

```lean
/-- A real vector `v` lies in the kernel of the test matrix iff `γ` commutes with
`1 ⊗ (v · σ)`. -/
theorem kernel_iff_commute (γ : Matrix (o × Fin 2) (o × Fin 2) ℂ) (v : Fin 3 → ℝ) :
    testMatrix γ *ᵥ v = 0 ↔ Commute γ (spinAlong o v) := by
  constructor
  · intro h
    have hq := quadratic_form γ v
    rw [h, dotProduct_zero] at hq
    -- a vanishing sum of squares forces every entry of the commutator to vanish
    have hz : γ * spinAlong o v - spinAlong o v * γ = 0 := by
      ext i j
      have h1 := (Finset.sum_eq_zero_iff_of_nonneg
        (fun i _ => Finset.sum_nonneg fun j _ => sq_nonneg _)).mp hq.symm i
        (Finset.mem_univ i)
      have h2 := (Finset.sum_eq_zero_iff_of_nonneg
        (fun j _ => sq_nonneg _)).mp h1 j (Finset.mem_univ j)
      exact norm_eq_zero.mp (pow_eq_zero_iff (two_ne_zero)|>.mp h2)
    exact sub_eq_zero.mp hz
  · intro h
    have hz : ∑ l, (v l : ℂ) • spinComm γ l = 0 := by
      rw [← commutator_along]
      exact sub_eq_zero.mpr h.eq
    ext k
    -- row k of A v is the overlap of C_k with the vanishing commutator
    have hk : (testMatrix γ *ᵥ v) k =
        (trace ((spinComm γ k)ᴴ * ∑ l, (v l : ℂ) • spinComm γ l)).re := by
      simp only [testMatrix, dotProduct, mulVec, Matrix.of_apply, Fin.sum_univ_three,
        Matrix.mul_add, Matrix.mul_smul, trace_add, trace_smul, smul_eq_mul,
        Complex.add_re, Complex.re_ofReal_mul]
      ring
    rw [hk, hz]
    simp
```

## (e) The determinant test

**Task.** Prove the criterion
$$\det A=0\iff \exists\,n\in\mathbb R^3:\ n\cdot n=1,\ \gamma S_n=S_n\gamma .$$

**Solution.** A real square matrix is singular exactly when it has a nonzero real kernel vector. Given such a $v$, set $n=v/\sqrt{v\cdot v}$. Then $n\cdot n=1$ and $An=0$, so $\gamma$ commutes with $S_n$ by (d). Conversely, a unit vector $n$ with $\gamma S_n=S_n\gamma$ is nonzero and satisfies $An=0$, so $\det A=0$.

The axis need not be unique: a spin-unpolarised $\gamma=\rho\otimes 1$, with $\rho$ an orbital matrix, commutes with $S_n$ for every $n$.

Lean obtains the kernel vector from `Matrix.exists_mulVec_eq_zero_iff` and then normalises it as above.

```lean
/-- Collinearity test: the determinant of the test matrix vanishes iff `γ` commutes with
`1 ⊗ (n · σ)` for some real unit vector `n`. -/
theorem det_eq_zero_iff_collinear (γ : Matrix (o × Fin 2) (o × Fin 2) ℂ) :
    (testMatrix γ).det = 0 ↔
      ∃ n : Fin 3 → ℝ, n ⬝ᵥ n = 1 ∧ Commute γ (spinAlong o n) := by
  rw [← Matrix.exists_mulVec_eq_zero_iff]
  constructor
  · rintro ⟨v, hv, hA⟩
    have hne : v ⬝ᵥ v ≠ 0 := fun h => hv (dotProduct_self_eq_zero.mp h)
    have hnn : 0 ≤ v ⬝ᵥ v := Finset.sum_nonneg fun i _ => mul_self_nonneg (v i)
    have hs : √(v ⬝ᵥ v) * √(v ⬝ᵥ v) = v ⬝ᵥ v := Real.mul_self_sqrt hnn
    -- normalise the kernel vector
    refine ⟨(√(v ⬝ᵥ v))⁻¹ • v, ?_, ?_⟩
    · rw [smul_dotProduct, dotProduct_smul, smul_eq_mul, smul_eq_mul, ← mul_assoc,
        ← mul_inv, hs, inv_mul_cancel₀ hne]
    · rw [← kernel_iff_commute, mulVec_smul, hA, smul_zero]
  · rintro ⟨n, hn, hc⟩
    refine ⟨n, ?_, (kernel_iff_commute γ n).mpr hc⟩
    rintro rfl
    simp at hn
```

## (f) Hermitian spin matrices

**Task.** For a Hermitian 2 × 2 matrix $g$, find a number $a$ and a real vector $w$ with
$$g=a\,1+w\cdot\sigma .$$

**Solution.** The diagonal entries are real and $g_{10}=\overline{g_{01}}$. Choose
$$a=\tfrac12(g_{00}+g_{11}),\qquad w=\bigl(\mathrm{Re}\,g_{01},\,-\mathrm{Im}\,g_{01},\,\tfrac12(g_{00}-g_{11})\bigr).$$
The diagonal of $a\,1+w\cdot\sigma$ is $a\pm w_2$, which gives $g_{00}$ and $g_{11}$. Its upper off-diagonal entry is $w_0-iw_1=g_{01}$, and the lower one is the conjugate.

Lean supplies the same $a$ and $w$, then compares real and imaginary parts of all four entries. The statement types $a$ as complex, although the value chosen is real.

```lean
/-- A Hermitian 2 × 2 spin matrix is a multiple of the identity plus `w · σ` with a real
vector `w`. -/
theorem hermitian_spin_decomposition (g : Matrix (Fin 2) (Fin 2) ℂ) (hg : g.IsHermitian) :
    ∃ (a : ℂ) (w : Fin 3 → ℝ), g = a • (1 : Matrix (Fin 2) (Fin 2) ℂ) + pauliAlong w := by
  have him : ∀ i, (g i i).im = 0 := by
    intro i
    have h := congrArg Complex.im (hg.apply i i)
    simp only [Complex.star_def, Complex.conj_im] at h
    linarith
  have h0 := him 0
  have h1 := him 1
  have h10 : g 1 0 = star (g 0 1) := (hg.apply 1 0).symm
  refine ⟨(((g 0 0).re + (g 1 1).re) / 2 : ℝ),
    ![(g 0 1).re, -(g 0 1).im, ((g 0 0).re - (g 1 1).re) / 2], ?_⟩
  ext i j
  fin_cases i <;> fin_cases j <;> apply Complex.ext <;>
    simp [pauliAlong, pauli, Fin.sum_univ_three, h0, h1, h10] <;> ring
```

## (g) Orbital part times spin part

**Task.** For any orbital matrix $\rho$ and Hermitian spin matrix $g$, show that
$$\gamma=\rho\otimes g\ \Longrightarrow\ \det A=0 .$$

**Solution.** Write $g=a\,1+w\cdot\sigma$ as in (f). If $w\neq0$, take $v=w$; then $g$ commutes with $v\cdot\sigma$. If $w=0$, then $g$ is a multiple of the identity and any nonzero $v$ will do. In both cases
$$(\rho\otimes g)S_v=\rho\otimes\bigl(g\,(v\cdot\sigma)\bigr)=\rho\otimes\bigl((v\cdot\sigma)\,g\bigr)=S_v(\rho\otimes g),$$
so $v$ is a nonzero kernel vector by (d).

For $w=0$ Lean picks $v=(1,1,1)$, which corresponds to the unit axis $(1,1,1)/\sqrt3$. With a single orbital every Hermitian $\gamma$ has this product form, so noncollinearity takes at least two orbitals.

```lean
/-- If `γ = ρ ⊗ g` with a Hermitian spin factor `g`, the determinant of the test matrix
vanishes. -/
theorem det_product_eq_zero (ρ : Matrix o o ℂ) (g : Matrix (Fin 2) (Fin 2) ℂ)
    (hg : g.IsHermitian) : (testMatrix (ρ ⊗ₖ g)).det = 0 := by
  obtain ⟨a, w, rfl⟩ := hermitian_spin_decomposition g hg
  -- it is enough to find a nonzero axis that commutes with the spin factor
  suffices h : ∃ v : Fin 3 → ℝ, v ≠ 0 ∧
      (a • (1 : Matrix (Fin 2) (Fin 2) ℂ) + pauliAlong w) * pauliAlong v =
        pauliAlong v * (a • (1 : Matrix (Fin 2) (Fin 2) ℂ) + pauliAlong w) by
    obtain ⟨v, hv, hc⟩ := h
    refine Matrix.exists_mulVec_eq_zero_iff.mp ⟨v, hv, (kernel_iff_commute _ v).mpr ?_⟩
    change _ * _ = _ * _
    rw [spinAlong, ← mul_kronecker_mul, ← mul_kronecker_mul, hc, Matrix.mul_one,
      Matrix.one_mul]
  by_cases hw : w = 0
  · refine ⟨fun _ => 1, fun h => one_ne_zero (congrFun h 0), ?_⟩
    have h0 : pauliAlong w = 0 := by simp [hw, pauliAlong]
    rw [h0, add_zero, Matrix.smul_mul, Matrix.mul_smul, Matrix.one_mul, Matrix.mul_one]
  · refine ⟨w, hw, ?_⟩
    rw [Matrix.add_mul, Matrix.mul_add, Matrix.smul_mul, Matrix.mul_smul, Matrix.one_mul,
      Matrix.mul_one]
```

## (h) Two electrons with canted spins

Put one electron in orbital 0 with spin along +x and one in orbital 1 with spin along +z. With $P_0,P_1$ the projectors onto the two orbitals, the density matrix of this two-electron Slater determinant is
$$\gamma=P_0\otimes\tfrac12(1+\sigma_0)+P_1\otimes\tfrac12(1+\sigma_2).$$

```lean
/-- The density matrix of two electrons in two orbitals, the first with spin along +x and
the second with spin along +z. -/
def canted : Matrix (Fin 2 × Fin 2) (Fin 2 × Fin 2) ℂ :=
  !![1, 0; 0, 0] ⊗ₖ !![1 / 2, 1 / 2; 1 / 2, 1 / 2] + !![0, 0; 0, 1] ⊗ₖ !![1, 0; 0, 0]
```

**Task.** Show that
$$\gamma^\dagger=\gamma,\qquad \gamma^2=\gamma,\qquad \det A\neq0 .$$

**Solution.** Both spin factors are Hermitian projectors and $P_0P_1=0$, which gives the first two equations. Suppose $\det A=0$. By (e) there is a unit vector $n$ for which $\gamma$ commutes with $S_n$, and hence each orbital block commutes with $n\cdot\sigma$. The upper off-diagonal entries of the two block commutators are
$$\bigl[\tfrac12(1+\sigma_2),\,n\cdot\sigma\bigr]_{01}=n_0-in_1,\qquad \bigl[\tfrac12(1+\sigma_0),\,n\cdot\sigma\bigr]_{01}=-n_2 .$$
Both must vanish, so $n=0$, which contradicts $n\cdot n=1$.

Lean checks the first two equations entry by entry. For the third it reads off the same two entries as `e1` and `e2`.

```lean
/-- The canted two-electron density matrix is Hermitian and idempotent, and its test matrix
has nonzero determinant. -/
theorem canted_noncollinear :
    canted.IsHermitian ∧ canted * canted = canted ∧ (testMatrix canted).det ≠ 0 := by
  refine ⟨?_, ?_, ?_⟩
  · ext ⟨i, a⟩ ⟨j, b⟩
    fin_cases i <;> fin_cases a <;> fin_cases j <;> fin_cases b <;>
      simp [canted, conjTranspose_apply, kroneckerMap_apply]
  · ext ⟨i, a⟩ ⟨j, b⟩
    fin_cases i <;> fin_cases a <;> fin_cases j <;> fin_cases b <;>
      simp [canted, mul_apply, Fintype.sum_prod_type, kroneckerMap_apply] <;> norm_num
  · intro h
    obtain ⟨n, hn, hc⟩ := (det_eq_zero_iff_collinear canted).mp h
    -- the second orbital excludes x and y components, the first excludes z
    have e1 := congrFun (congrFun hc.eq (1, 0)) (1, 1)
    have e2 := congrFun (congrFun hc.eq (0, 0)) (0, 1)
    have hx := congrArg Complex.re e1
    have hy := congrArg Complex.im e1
    have hz := congrArg Complex.re e2
    simp [canted, spinAlong, pauliAlong, pauli, mul_apply, Fintype.sum_prod_type,
      Fin.sum_univ_three, kroneckerMap_apply] at hx hy hz
    have hz' : n 2 = 0 := by linarith
    simp [dotProduct, Fin.sum_univ_three, hx, hy, hz'] at hn

end

end CollinearityTest
```

```lean
#print axioms CollinearityTest.testMatrix_posSemidef
-- 'CollinearityTest.testMatrix_posSemidef' depends on axioms: [propext, Classical.choice, Quot.sound]
#print axioms CollinearityTest.det_product_eq_zero
-- 'CollinearityTest.det_product_eq_zero' depends on axioms: [propext, Classical.choice, Quot.sound]
#print axioms CollinearityTest.canted_noncollinear
-- 'CollinearityTest.canted_noncollinear' depends on axioms: [propext, Classical.choice, Quot.sound]
```

## The canted determinant in numbers

For this $\gamma$ the commutators follow from $[\sigma_0,\sigma_1]=2i\sigma_2$ and its cyclic permutations:
$$C_0=P_1\otimes i\sigma_1,\qquad C_1=P_0\otimes i\sigma_2-P_1\otimes i\sigma_0,\qquad C_2=-P_0\otimes i\sigma_1 .$$
Each block contributes $\mathrm{tr}\,1=2$ to a squared norm, so the diagonal entries of $A$ are 2, 4 and 2. The overlaps of different $C_k$ vanish, because distinct Pauli matrices are trace-orthogonal and $P_0P_1=0$. Therefore
$$A=\begin{pmatrix}2&0&0\\0&4&0\\0&0&2\end{pmatrix},\qquad \det A=16 .$$
The value 16 comes from this calculation; the theorem in (h) states only that the determinant is nonzero.
